# How mixing occupied orbitals into the first-order response changes a band's contribution to the electronic effective charge

Take a finite model with orthonormal occupied and unoccupied orbitals. Let `X` be the Hermitian matrix of the position operator along one direction, and let column `n` of `D` hold the coefficients of δn, the first-order change of occupied orbital n per unit displacement of an atom. Band `n` then contributes 2 Re ⟨n|X|δn⟩ to the electronic effective charge, in units of the electron's charge and without spin degeneracy. The theorem `bandCharge_add_mixing` is pure algebra about this expression and holds for any complex matrices `X` and `D`. It says that adding occupied orbitals to the response, with arbitrary complex coefficients `A`, changes the expression by 2 Re ∑ₘ Xₙₘ Aₘₙ, where m runs over the occupied orbitals only. The attempt unfolds the definition, splits the sums into occupied and unoccupied parts with `simp only`, and leaves the remaining algebra to `ring`.

This version doesn't compile in Lean 4 with Mathlib:

```lean
import Mathlib

open Matrix
open Sum (inl inr)

namespace BandChargeAddMixing

noncomputable section

variable {o u : Type*} [Fintype o] [Fintype u]

/-- The contribution `2 Re ⟨n|X|δn⟩` of the occupied band `n` to the electronic effective charge, in
units of the electron's charge and without spin degeneracy, where column `n` of `D` holds the
coefficients of the first-order orbital `δn`. -/
def bandCharge (X : Matrix (o ⊕ u) (o ⊕ u) ℂ) (D : Matrix (o ⊕ u) o ℂ) (n : o) : ℝ :=
  2 * (∑ k, X (inl n) k * D k n).re

/-- Mixing occupied orbitals into the response with coefficients `A` changes the contribution of
band `n` by `2 Re ∑_m X_nm A_mn`. -/
theorem bandCharge_add_mixing (X : Matrix (o ⊕ u) (o ⊕ u) ℂ) (D : Matrix (o ⊕ u) o ℂ)
    (A : Matrix o o ℂ) (n : o) :
    bandCharge X (D + Matrix.fromRows A 0) n =
      bandCharge X D n + 2 * (∑ m, X (inl n) (inl m) * A m n).re := by
  simp only [bandCharge, Fintype.sum_sum_type, Matrix.add_apply, Matrix.fromRows_apply_inl,
    Matrix.fromRows_apply_inr, Matrix.zero_apply, add_zero, mul_zero, mul_add,
    Finset.sum_add_distrib, Finset.sum_const_zero, Complex.add_re, Complex.zero_re]
  ring

end

end BandChargeAddMixing
```

The compiler's answer:

```
Main.lean:27:2: error: No goals to be solved
Main.lean:26:67: warning: This simp argument is unused:
  Complex.zero_re

Hint: Omit it from the simp argument list.
  [apply] simp only [bandCharge, Fintype.sum_sum_type, Matrix.add_apply, Matrix.fromRows_apply_inl,
    Matrix.fromRows_apply_inr, Matrix.zero_apply, add_zero, mul_zero, mul_add, Finset.sum_add_distrib,
    Finset.sum_const_zero, Complex.add_re]

Note: This linter can be disabled with `set_option linter.unusedSimpArgs false`
```

Cause. The error "No goals to be solved" is at `ring`: the `simp only` before it had already finished the proof. `simp only` simplifies the summand first, where `mul_add` turns it into a `D` term plus a mixing term. Both `Finset.sum_add_distrib` and `Fintype.sum_sum_type` then apply to the sum over all orbitals, and here `simp only` uses `Finset.sum_add_distrib` first. The `D` sum and the mixing sum are therefore separated before either is split into occupied and unoccupied parts. The terms on the left come out in the same order as on the right, the two sides become identical, and `simp only` closes the goal. In the opposite order, the mixing term would have landed between the two parts of the `D` sum, and `ring` would have been needed to reorder them. As it is, `ring` has nothing left to prove, and deleting it cures the error.

The warning says that `Complex.zero_re` is never used. The unoccupied part of the mixing term is a sum of zeros, which `Finset.sum_const_zero` and `add_zero` remove while it is still inside the real part, so the real part of zero never has to be simplified. Dropping that lemma silences the warning but has no bearing on the error.

The mended proof, as a diff:

```diff
@@ -24,6 +24,5 @@
   simp only [bandCharge, Fintype.sum_sum_type, Matrix.add_apply, Matrix.fromRows_apply_inl,
     Matrix.fromRows_apply_inr, Matrix.zero_apply, add_zero, mul_zero, mul_add,
-    Finset.sum_add_distrib, Finset.sum_const_zero, Complex.add_re, Complex.zero_re]
-  ring
+    Finset.sum_add_distrib, Finset.sum_const_zero, Complex.add_re]
 
 end
```
